# When exterior complex scaling makes a wave with complex momentum square integrable

The declaration `resonance_iff` concerns the single unnormalised wave exp(ikz) with complex momentum k = κ exp(−iβ), κ > 0, followed along a contour that beyond the real point `R` is a ray rotated by the angle θ. It states that, if θ and β differ by less than π, the squared modulus of the wave is integrable over the real parameter r > `R` exactly when β < θ. No Hamiltonian or potential enters, and the part of the contour before `R` is left out of the integral. The attempt uses the preceding theorem to turn integrability into Im(k exp(iθ)) > 0, reduces this to sin(θ − β) > 0, and reads off the sign of the sine between −π and π.

The failing Lean file:

```lean
import Mathlib

open Complex Set MeasureTheory Filter

namespace ResonanceIff

noncomputable section

/-- The exterior-scaling contour: the radius itself up to `R`, and a ray rotated by the
angle `θ` about `R` beyond. -/
def contour (R θ r : ℝ) : ℂ :=
  if r ≤ R then (r : ℂ) else R + exp (θ * I) * (r - R)

/-- The wave `exp (i k z)` with complex momentum `k` at the complex position `z`. -/
def wave (k z : ℂ) : ℂ := exp (I * k * z)

/-- From the scaling radius outwards, `R` itself included, the contour is the rotated ray. -/
theorem contour_of_ge {R r : ℝ} (θ : ℝ) (h : R ≤ r) :
    contour R θ r = R + exp (θ * I) * (r - R) := by
  rcases h.eq_or_lt with rfl | h
  · simp [contour]
  · simp [contour, not_le_of_gt h]

/-- From the scaling radius outwards the density of the wave is an exponential in `r - R`
with decay rate `2 Im (k exp (i θ))`. -/
theorem density_eq (k : ℂ) (θ : ℝ) {R r : ℝ} (h : R ≤ r) :
    ‖wave k (contour R θ r)‖ ^ 2 =
      Real.exp (-2 * R * k.im) * Real.exp (-2 * (k * exp (θ * I)).im * (r - R)) := by
  have key : I * k * ((R : ℂ) + exp (θ * I) * (r - R)) =
      I * (k * (R : ℂ)) + I * (k * exp (θ * I) * ((r - R : ℝ) : ℂ)) := by
    push_cast
    ring
  rw [wave, contour_of_ge θ h, key, Complex.norm_exp, ← Real.exp_nat_mul, ← Real.exp_add]
  congr 1
  simp only [Complex.add_re, Complex.I_mul_re, Complex.im_mul_ofReal]
  push_cast
  ring

/-- The wave with complex momentum `k` is square integrable along the exterior part of the
contour if and only if `Im (k exp (i θ)) > 0`. -/
theorem square_integrable_iff (k : ℂ) (R θ : ℝ) :
    IntegrableOn (fun r : ℝ => ‖wave k (contour R θ r)‖ ^ 2) (Ioi R) ↔
      0 < (k * exp (θ * I)).im := by
  constructor
  · intro h
    by_contra hc
    have hc' : (k * exp (θ * I)).im ≤ 0 := not_lt.mp hc
    -- without decay the density never falls below its value at `R`
    have h1 : IntegrableOn (fun _ : ℝ => Real.exp (-2 * R * k.im)) (Ioi R) := by
      refine Integrable.mono' h aestronglyMeasurable_const
        (ae_restrict_of_forall_mem measurableSet_Ioi fun r hr => ?_)
      have hr' : R < r := hr
      rw [density_eq k θ hr'.le, Real.norm_of_nonneg (Real.exp_pos _).le]
      refine le_mul_of_one_le_right (Real.exp_pos _).le (Real.one_le_exp ?_)
      nlinarith [mul_nonneg (neg_nonneg.mpr hc') (sub_nonneg.mpr hr'.le)]
    simp [integrableOn_const_iff, Real.volume_Ioi] at h1
  · intro hc
    have h1 : IntegrableOn (fun r : ℝ => Real.exp (-2 * R * k.im) *
        Real.exp (2 * (k * exp (θ * I)).im * R) *
        Real.exp (-(2 * (k * exp (θ * I)).im) * r)) (Ioi R) :=
      Integrable.const_mul (exp_neg_integrableOn_Ioi R (by linarith)) _
    refine h1.congr_fun (fun r hr => ?_) measurableSet_Ioi
    have hr' : R < r := hr
    simp only
    rw [density_eq k θ hr'.le, mul_assoc, ← Real.exp_add]
    congr 2
    ring

/-- A wave with momentum `κ exp (-i β)`, `κ > 0`, is square integrable on the exterior
contour exactly when `θ` exceeds `β`, provided the two angles differ by less than `π`. -/
theorem resonance_iff {κ β θ : ℝ} (R : ℝ) (hκ : 0 < κ) (h : |θ - β| < Real.pi) :
    IntegrableOn (fun r : ℝ => ‖wave (κ * exp (-β * I)) (contour R θ r)‖ ^ 2) (Ioi R) ↔
      β < θ := by
  have e : (κ : ℂ) * exp (-β * I) * exp (θ * I) =
      (κ : ℂ) * exp (((θ - β : ℝ) : ℂ) * I) := by
    rw [mul_assoc, ← Complex.exp_add]
    congr 2
    push_cast
    ring
  rw [square_integrable_iff, e, Complex.re_ofReal_mul .. |> fun _ => Complex.im_ofReal_mul ..,
    Complex.exp_ofReal_mul_I_im, mul_pos_iff_of_pos_left hκ]
  obtain ⟨h1, h2⟩ := abs_lt.mp h
  constructor
  · intro hs
    by_contra hn
    have := Real.sin_nonpos_of_nonpos_of_neg_pi_le (by linarith : θ - β ≤ 0) h1.le
    linarith
  · intro hb
    exact Real.sin_pos_of_pos_of_lt_pi (by linarith) h2

end

end ResonanceIff
```

The compiler's answer:

```
Main.lean:73:15: error: unsolved goals
κ β θ R : ℝ
hκ : 0 < κ
h : |θ - β| < Real.pi
e : ↑κ * cexp (-↑β * I) * cexp (↑θ * I) = ↑κ * cexp (↑(θ - β) * I)
⊢ ℝ

κ β θ R : ℝ
hκ : 0 < κ
h : |θ - β| < Real.pi
e : ↑κ * cexp (-↑β * I) * cexp (↑θ * I) = ↑κ * cexp (↑(θ - β) * I)
⊢ ℂ
```

Diagnosis. The message reports two goals left at the end of the proof, `ℝ` and `ℂ`: Lean is asking for a real and a complex number, not for a proof of anything. They come from the third entry of the last `rw`. There `Complex.re_ofReal_mul ..` is piped into a function that ignores its argument and returns `Complex.im_ofReal_mul ..`. The `..` leaves the explicit arguments of each lemma, a real and a complex number, to be found by Lean. Those of `Complex.im_ofReal_mul` are fixed when its left side is matched with the goal. Those of `Complex.re_ofReal_mul` appear nowhere in the equation used for rewriting, so nothing fixes them, and `rw` hands them back as new goals. The later steps prove the main goal but leave these two open.

The repair names `Complex.im_ofReal_mul` alone. This is the rewrite that was wanted, and matching determines both of its arguments, so no stray goals arise.

The mended proof, as a diff:

```diff
@@ -78,5 +78,5 @@
     push_cast
     ring
-  rw [square_integrable_iff, e, Complex.re_ofReal_mul .. |> fun _ => Complex.im_ofReal_mul ..,
+  rw [square_integrable_iff, e, Complex.im_ofReal_mul,
     Complex.exp_ofReal_mul_I_im, mul_pos_iff_of_pos_left hκ]
   obtain ⟨h1, h2⟩ := abs_lt.mp h
```
